# A parity-conserving exchange of two Majorana operators carries exactly one minus sign

Two Majorana modes are exchanged by an operation that conserves the fermion parity of the pair. Each Majorana operator is carried to the other, up to a factor. Can both factors be $+1$?

Let $g_1,g_2$ satisfy $g_1^2=g_2^2=1$ and $g_2g_1=-g_1g_2$ in a nontrivial complex algebra, and let $U$ be invertible with

$$Ug_1U^{-1}=s\,g_2,\qquad Ug_2U^{-1}=t\,g_1,\qquad s,t\in\mathbb C.$$

The pair's parity operator is $P=g_1g_2$ up to a factor $\pm i$, so parity is conserved when $U$ commutes with $P$. The claim is that this happens exactly when $st=-1$, and that $(s,t)$ is then $(1,-1)$ or $(-1,1)$.

## The determinant behind the sign

Suppose first that $U$ mixes the operators linearly: $Ug_1U^{-1}=ag_1+bg_2$ and $Ug_2U^{-1}=cg_1+dg_2$. Multiplying out,

$$UPU^{-1}=(ag_1+bg_2)(cg_1+dg_2)=(ac+bd)+(ad-bc)P.$$

The opposite order gives

$$-UPU^{-1}=Ug_2g_1U^{-1}=(ac+bd)-(ad-bc)P.$$

Subtracting and halving leaves $UPU^{-1}=(ad-bc)P$. Moreover $P\neq0$, because $g_1Pg_2=g_1^2g_2^2=1\neq0$. Hence $U$ commutes with $P$ exactly when $ad-bc=1$.

For an exchange, $a=d=0$, $b=s$ and $c=t$, so the condition is $-st=1$. The minus sign comes from reordering: $(sg_2)(tg_1)=st\,g_2g_1=-st\,P$. Reading $g_2g_1$ as $P$ here would give the opposite answer, $st=1$.

Finally, $1=Ug_1^2U^{-1}=(sg_2)^2=s^2$, so $s=\pm1$ and $t=-s$.

In Majorana braiding and in qubit encodings of fermions, this fixes the relative sign of an exchange that conserves the parity of the two modes involved. Conserving only the total parity of a larger system is a weaker condition.

## Generators and conjugation in Lean

```lean
import Mathlib

open Matrix

namespace ParityForcedSigns

noncomputable section
```

`CliffordPair` records the three relations. It doesn't require the generators to be Hermitian.

```lean
/-- Two anticommuting involutions, the algebraic relations of a pair of Majorana generators. -/
structure CliffordPair {A : Type*} [Ring A] (g1 g2 : A) : Prop where
  sq1 : g1 * g1 = 1
  sq2 : g2 * g2 = 1
  anti : g2 * g1 = -(g1 * g2)
```

The type `Aˣ` contains the invertible elements of `A`, and `conjBy U x` is $UxU^{-1}$. Unitarity is not assumed. Had $U$ been modelled as a unitary matrix, with $U^\dagger$ in place of $U^{-1}$, the theorem would cover fewer operators, and the matrix in the example below would need its factor $1/\sqrt2$.

```lean
/-- The transformed operator `U x U⁻¹`. -/
def conjBy {A : Type*} [Ring A] (U : Aˣ) (x : A) : A := (U : A) * x * (↑U⁻¹ : A)
```

Two lemmas handle conjugation. The first trades $UxU^{-1}=y$ for $Ux=yU$, which avoids the inverse; the second says that conjugation respects products.

```lean
/-- An operator `x` is carried to `y` by conjugation exactly when `U x = y U`. -/
theorem conjBy_eq_iff {A : Type*} [Ring A] (U : Aˣ) (x y : A) :
    conjBy U x = y ↔ (U : A) * x = y * U := by
  constructor
  · intro h
    rw [← h]
    simp [conjBy, mul_assoc]
  · intro h
    unfold conjBy
    rw [h, mul_assoc, Units.mul_inv, mul_one]

/-- Conjugation respects products of operators. -/
theorem conjBy_mul {A : Type*} [Ring A] (U : Aˣ) (x y : A) :
    conjBy U x * conjBy U y = conjBy U (x * y) := by
  simp [conjBy, mul_assoc]
```

## From linear mixing to parity

Nothing is assumed about the dimension of the algebra `A`, which may be infinite. The next lemma is the multiplication done by hand above; `module` collects the scalar coefficients.

```lean
variable {A : Type*} [Ring A] [Algebra ℂ A] {g1 g2 : A}

/-- The product of two linear combinations of the generators is a scalar part plus a
determinant times `g1 g2`. -/
theorem combination_mul (h : CliffordPair g1 g2) (a b c d : ℂ) :
    (a • g1 + b • g2) * (c • g1 + d • g2)
      = (a * c + b * d) • (1 : A) + (a * d - b * c) • (g1 * g2) := by
  simp only [add_mul, mul_add, smul_mul_assoc, mul_smul_comm, h.sq1, h.sq2, h.anti]
  module
```

Here `e12` and `e21` are the two orders of multiplication, and the final line takes half their difference.

```lean
/-- If conjugation by `U` mixes the two generators linearly, it multiplies `g1 g2` by the
determinant of the mixing matrix. -/
theorem conjBy_parity (h : CliffordPair g1 g2) (U : Aˣ) {a b c d : ℂ}
    (h1 : conjBy U g1 = a • g1 + b • g2) (h2 : conjBy U g2 = c • g1 + d • g2) :
    conjBy U (g1 * g2) = (a * d - b * c) • (g1 * g2) := by
  have e12 := conjBy_mul U g1 g2
  have e21 := conjBy_mul U g2 g1
  have hneg : conjBy U (-(g1 * g2)) = -conjBy U (g1 * g2) := by
    simp [conjBy]
  rw [h1, h2, combination_mul h] at e12
  rw [h1, h2, combination_mul h, h.anti, hneg] at e21
  -- the scalar parts cancel in the difference of the two orderings
  linear_combination (norm := module) (-(1 / 2) : ℂ) • (e12 - e21)
```

`Commute (U : A) (g1 * g2)` expresses parity conservation. `Nontrivial A` says $1\neq0$, which is what makes $P$ nonzero and lets its coefficient be compared with 1.

```lean
/-- A linear mixing of the two generators commutes with `g1 g2` exactly when its matrix has
determinant one. -/
theorem commute_parity_iff_det [Nontrivial A] (h : CliffordPair g1 g2) (U : Aˣ)
    {a b c d : ℂ}
    (h1 : conjBy U g1 = a • g1 + b • g2) (h2 : conjBy U g2 = c • g1 + d • g2) :
    Commute (U : A) (g1 * g2) ↔ a * d - b * c = 1 := by
  have hP : g1 * g2 ≠ 0 := by
    intro h0
    have h10 : (1 : A) = 0 := by
      calc (1 : A) = g1 * g1 * (g2 * g2) := by rw [h.sq1, h.sq2, mul_one]
        _ = g1 * (g1 * g2) * g2 := by simp only [mul_assoc]
        _ = 0 := by rw [h0, mul_zero, zero_mul]
    exact one_ne_zero h10
  have hdet := conjBy_parity h U h1 h2
  constructor
  · intro hc
    have e := (conjBy_eq_iff U (g1 * g2) (g1 * g2)).2 hc.eq
    rw [hdet] at e
    have e0 : (a * d - b * c - 1) • (g1 * g2) = 0 := by
      linear_combination (norm := module) e
    have e1 := (smul_eq_zero.mp e0).resolve_right hP
    linear_combination e1
  · intro hd
    rw [hd, one_smul] at hdet
    exact (conjBy_eq_iff U (g1 * g2) (g1 * g2)).1 hdet
```

## The factors of an exchange

An exchange is a linear mixing with two zero coefficients, so the determinant criterion becomes $st=-1$.

```lean
/-- An exchange of the two generators with complex factors `s` and `t` commutes with `g1 g2`
exactly when `s t = -1`. -/
theorem exchange_commute_iff [Nontrivial A] (h : CliffordPair g1 g2) (U : Aˣ) {s t : ℂ}
    (h1 : conjBy U g1 = s • g2) (h2 : conjBy U g2 = t • g1) :
    Commute (U : A) (g1 * g2) ↔ s * t = -1 := by
  have h1' : conjBy U g1 = (0 : ℂ) • g1 + s • g2 := by rw [h1, zero_smul, zero_add]
  have h2' : conjBy U g2 = t • g1 + (0 : ℂ) • g2 := by rw [h2, zero_smul, add_zero]
  rw [commute_parity_iff_det h U h1' h2']
  constructor
  · intro e
    linear_combination -e
  · intro e
    linear_combination -e
```

In `exchange_signs` the factors are still arbitrary complex numbers. The proof squares the image of $g_1$, factors $s^2-1=(s-1)(s+1)$, and reads off $t$ in each case.

```lean
/-- If an exchange with complex factors commutes with `g1 g2`, then one factor is `1` and the
other is `-1`. -/
theorem exchange_signs [Nontrivial A] (h : CliffordPair g1 g2) (U : Aˣ) {s t : ℂ}
    (h1 : conjBy U g1 = s • g2) (h2 : conjBy U g2 = t • g1)
    (hU : Commute (U : A) (g1 * g2)) :
    (s = 1 ∧ t = -1) ∨ (s = -1 ∧ t = 1) := by
  have hst := (exchange_commute_iff h U h1 h2).1 hU
  -- the image of an involution is an involution, so s squares to one
  have e := conjBy_mul U g1 g1
  have hone : conjBy U (1 : A) = 1 := by simp [conjBy]
  rw [h1, h.sq1, hone, smul_mul_assoc, mul_smul_comm, h.sq2] at e
  have e0 : (s * s - 1) • (1 : A) = 0 := by
    linear_combination (norm := module) e
  have e1 := (smul_eq_zero.mp e0).resolve_right one_ne_zero
  have e2 : (s - 1) * (s + 1) = 0 := by linear_combination e1
  rcases mul_eq_zero.mp e2 with hs | hs
  · have hs1 : s = 1 := by linear_combination hs
    left
    refine ⟨hs1, ?_⟩
    rw [hs1, one_mul] at hst
    exact hst
  · have hs1 : s = -1 := by linear_combination hs
    right
    refine ⟨hs1, ?_⟩
    rw [hs1] at hst
    linear_combination -hst
```

A signless swap does exist, at the cost of parity conservation. The element $g_1+g_2$ squares to 2, so $(g_1+g_2)/\sqrt2$ is an involution. It swaps the generators with both factors $+1$ and anticommutes with $P$. The `calc` block moves it past one generator at a time.

```lean
/-- The element `g1 + g2` squares to two and swaps the generators without signs, and it
anticommutes with `g1 g2`. -/
theorem signless_swap_flips_parity (h : CliffordPair g1 g2) :
    (g1 + g2) * (g1 + g2) = (2 : ℂ) • (1 : A) ∧
    (g1 + g2) * g1 = g2 * (g1 + g2) ∧
    (g1 + g2) * g2 = g1 * (g1 + g2) ∧
    (g1 + g2) * (g1 * g2) = -(g1 * g2 * (g1 + g2)) := by
  have e1 : (g1 + g2) * g1 = g2 * (g1 + g2) := by
    rw [add_mul, mul_add, h.sq1, h.sq2, add_comm]
  have e2 : (g1 + g2) * g2 = g1 * (g1 + g2) := by
    rw [add_mul, mul_add, h.sq1, h.sq2, add_comm]
  refine ⟨?_, e1, e2, ?_⟩
  · simp only [add_mul, mul_add, h.sq1, h.sq2, h.anti]
    module
  · -- move the swap through one generator at a time
    calc (g1 + g2) * (g1 * g2) = (g1 + g2) * g1 * g2 := (mul_assoc _ _ _).symm
      _ = g2 * ((g1 + g2) * g2) := by rw [e1, mul_assoc]
      _ = g2 * g1 * (g1 + g2) := by rw [e2, ← mul_assoc]
      _ = -(g1 * g2 * (g1 + g2)) := by rw [h.anti, neg_mul]
```

## A Pauli example

Take $g_1=X$ and $g_2=Z$.

```lean
/-- The Pauli matrix X. -/
def pauliX : Matrix (Fin 2) (Fin 2) ℂ := !![0, 1; 1, 0]

/-- The Pauli matrix Z. -/
def pauliZ : Matrix (Fin 2) (Fin 2) ℂ := !![1, 0; 0, -1]
```

The matrix `exchangeGate` equals $1+XZ$. Divided by $\sqrt2$ it is the unitary $e^{-i\pi Y/4}$, and this rescaling leaves conjugation unchanged.

```lean
/-- An invertible two-by-two matrix, given together with its inverse. -/
def exchangeGate : (Matrix (Fin 2) (Fin 2) ℂ)ˣ where
  val := !![1, -1; 1, 1]
  inv := !![1 / 2, 1 / 2; -1 / 2, 1 / 2]
  val_inv := by
    ext i j
    fin_cases i <;> fin_cases j <;> norm_num [Matrix.mul_apply, Fin.sum_univ_succ]
  inv_val := by
    ext i j
    fin_cases i <;> fin_cases j <;> norm_num [Matrix.mul_apply, Fin.sum_univ_succ]
```

The last theorem finds $s=-1$ and $t=1$, so the hypotheses of `exchange_signs` are met by an actual pair of matrices. The two conjugations are checked entry by entry in the form $Ux=yU$; commutation with $XZ$ then follows from `exchange_commute_iff`.

```lean
/-- The Pauli matrices X and Z are anticommuting involutions, and `exchangeGate` exchanges them
with factors `-1` and `1` while commuting with their product. -/
theorem exchange_witness :
    CliffordPair pauliX pauliZ ∧
    conjBy exchangeGate pauliX = (-1 : ℂ) • pauliZ ∧
    conjBy exchangeGate pauliZ = (1 : ℂ) • pauliX ∧
    Commute (exchangeGate : Matrix (Fin 2) (Fin 2) ℂ) (pauliX * pauliZ) := by
  have hp : CliffordPair pauliX pauliZ := by
    constructor <;> ext i j <;> fin_cases i <;> fin_cases j <;>
      simp [pauliX, pauliZ, Matrix.mul_apply, Fin.sum_univ_succ]
  have h1 : conjBy exchangeGate pauliX = (-1 : ℂ) • pauliZ := by
    rw [conjBy_eq_iff]
    ext i j
    fin_cases i <;> fin_cases j <;>
      simp [exchangeGate, pauliX, pauliZ, Matrix.mul_apply, Fin.sum_univ_succ]
  have h2 : conjBy exchangeGate pauliZ = (1 : ℂ) • pauliX := by
    rw [conjBy_eq_iff]
    ext i j
    fin_cases i <;> fin_cases j <;>
      simp [exchangeGate, pauliX, pauliZ, Matrix.mul_apply, Fin.sum_univ_succ]
  exact ⟨hp, h1, h2, (exchange_commute_iff hp exchangeGate h1 h2).2 (by norm_num)⟩

end

end ParityForcedSigns
```

```lean
#print axioms ParityForcedSigns.exchange_commute_iff
#print axioms ParityForcedSigns.exchange_signs
#print axioms ParityForcedSigns.signless_swap_flips_parity
```

```
'ParityForcedSigns.exchange_commute_iff' depends on axioms: [propext, Classical.choice, Quot.sound]
'ParityForcedSigns.exchange_signs' depends on axioms: [propext, Classical.choice, Quot.sound]
'ParityForcedSigns.signless_swap_flips_parity' depends on axioms: [propext, Classical.choice, Quot.sound]
```
